# Every symmetric one-step method, as a power series over a ℚ-algebra with constant term 1, is a method composed with its adjoint

A quantum state evolves under a time-independent Hamiltonian $H$. The exact propagator has a simple property: a step forward in time followed by an equal step backward restores every state vector, including its norm and phase. A numerical step need not do this. Explicit Euler fails whenever $H\neq0$, while Crank–Nicolson succeeds, and steps that succeed are called symmetric. A known recipe produces symmetric steps: take any basic method and compose it with its adjoint, the method that undoes the basic step taken backward. Does this recipe reach every symmetric method, or are there some that it misses?

## Steps as power series

Write a one-step method as $S(t)=\sum_n S_n t^n$. The coefficients $S_n$ lie in a ring $A$, which need not be commutative; for a finite-dimensional quantum system, $A$ can be the complex matrices. The step $t$ commutes with all coefficients. In Lean, `PowerSeries A` is the type of such series, `X` is $t$, `C a` is the constant series $a$, and `coeff n S` is $S_n$. The condition `constantCoeff S = 1` says that a step of zero length does nothing.

The model covers linear methods whose generator does not depend on time. The series are formal: nothing here shows that they converge at a given finite step size, or that the operator $L(-t)$ is invertible there.

```lean
import Mathlib

open PowerSeries

namespace SymmetricMethods

noncomputable section

variable {A : Type*} [Ring A]
```

Reversing the step changes the sign of the odd coefficients.

```lean
/-- Reversal of the time step: the series `S(t)` becomes `S(-t)`. -/
def reflect (S : PowerSeries A) : PowerSeries A :=
  PowerSeries.mk fun n => (-1) ^ n * coeff n S
```

The adjoint of $L$ is $L^\star(t)=L(-t)^{-1}$. This is the numerical analyst's adjoint, not the Hermitian conjugate. The argument `1` of `invOfUnit` is the constant term from which the inverse series is built, so the definition has its intended meaning when $L$ has constant term 1.

```lean
/-- The adjoint method `L(-t)⁻¹` of a method `L(t)` with constant term 1. -/
def adjoint (L : PowerSeries A) : PowerSeries A :=
  invOfUnit (reflect L) 1
```

One more series is needed, the average of the identity and a step. It is the only definition that uses the rational numbers, and it uses them only to divide by two.

```lean
/-- The average `(1 + S(t)) / 2` of doing nothing and taking the step `S(t)`. -/
def average [Algebra ℚ A] (S : PowerSeries A) : PowerSeries A :=
  C (algebraMap ℚ A (1 / 2)) * (1 + S)
```

## Rules for reversing the step

### (a) A composition

Show that reversing a product reverses each factor and keeps their order:
$$(ST)(-t)=S(-t)\,T(-t).$$

**Solution.** The $n$th coefficient of $ST$ is $\sum_{p+q=n}S_pT_q$. Multiply by $(-1)^n=(-1)^p(-1)^q$ and move the second sign past $S_p$, which is allowed because signs commute with everything. The result is $\sum_{p+q=n}\big((-1)^pS_p\big)\big((-1)^qT_q\big)$, the $n$th coefficient of the right side.

Lean compares coefficients with `ext n`. It then treats each sign as either $1$ or $-1$, which disposes of the commutation in four cases.

```lean
/-- Reversing the time step in a composition reverses it in each factor,
and the order of the factors is kept. -/
theorem reflect_mul (S T : PowerSeries A) :
    reflect (S * T) = reflect S * reflect T := by
  ext n
  simp only [reflect, coeff_mk, coeff_mul, Finset.mul_sum]
  refine Finset.sum_congr rfl fun p hp => ?_
  have hn : p.1 + p.2 = n := by simpa using hp
  rw [← hn, pow_add]
  -- the signs are central, so they can be moved past the operators
  rcases neg_one_pow_eq_or A p.1 with h1 | h1 <;>
    rcases neg_one_pow_eq_or A p.2 with h2 | h2 <;> simp [h1, h2]
```

### (b) Two reversals

Show that reversing twice restores the method: if $R(t)=S(-t)$, then
$$R(-t)=S(t).$$

**Solution.** The $n$th coefficient acquires the factor $(-1)^n(-1)^n=1$.

```lean
/-- Reversing the time step twice restores the method. -/
theorem reflect_reflect (S : PowerSeries A) : reflect (reflect S) = S := by
  ext n
  simp only [reflect, coeff_mk]
  rcases neg_one_pow_eq_or A n with h | h <;> simp [h]
```

### (c) A constant series

Show that a constant series $c(t)=a$ is unaffected:
$$c(-t)=c(t).$$

**Solution.** The zeroth coefficient has sign $+1$, and all others vanish. The proof makes the same split between $n=0$ and $n>0$.

```lean
private lemma reflect_C (a : A) : reflect (C a) = C a := by
  ext n
  rcases n with _ | n <;> simp [reflect, coeff_C]
```

### (d) The identity step

Show that the identity step $I(t)=1$ satisfies
$$I(-t)=1.$$

**Solution.** This is (c) with $a=1$.

```lean
private lemma reflect_one : reflect (1 : PowerSeries A) = 1 := by
  simpa using reflect_C (1 : A)
```

### (e) A sum

Show that reversal respects sums:
$$(S+T)(-t)=S(-t)+T(-t).$$

**Solution.** In each coefficient, $(-1)^n(S_n+T_n)=(-1)^nS_n+(-1)^nT_n$.

```lean
private lemma reflect_add (S T : PowerSeries A) :
    reflect (S + T) = reflect S + reflect T := by
  ext n
  simp [reflect, mul_add]
```

### (f) The constant term

Let $R(t)=S(-t)$. Show that
$$R_0=S_0.$$

**Solution.** The sign of the zeroth coefficient is $(-1)^0=1$.

```lean
private lemma constantCoeff_reflect (S : PowerSeries A) :
    constantCoeff (reflect S) = constantCoeff S := by
  rw [← coeff_zero_eq_constantCoeff_apply, ← coeff_zero_eq_constantCoeff_apply,
    reflect, coeff_mk]
  simp
```

## Adjoints and symmetry

### (g) The adjoint as a two-sided inverse

Let $L$ have constant term 1. Show that the adjoint undoes the reversed step from either side:
$$L(-t)\,L^\star(t)=1,\qquad L^\star(t)\,L(-t)=1.$$

**Solution.** Put $R(t)=L(-t)$, so $R_0=1$ by (f). A right inverse $B$ is found order by order:
$$B_0=1,\qquad B_n=-\sum_{k=1}^{n}R_kB_{n-k}\quad(n\ge1).$$
This gives $RB=1$, and $B=L^\star$. Since $B_0=1$, the series $B$ has a right inverse $D$ of its own, with $BD=1$. Then
$$R=R(BD)=(RB)D=D,$$
so $BR=1$ as well.

In the proof, `mul_invOfUnit` supplies the right inverse both times, and `left_inv_eq_right_inv` identifies $R$ with $D$.

```lean
/-- For a method with constant term 1, the adjoint undoes the step `L(-t)`,
whether it is applied before or after it. -/
theorem adjoint_spec {L : PowerSeries A} (hL : constantCoeff L = 1) :
    reflect L * adjoint L = 1 ∧ adjoint L * reflect L = 1 := by
  have h1 : reflect L * adjoint L = 1 :=
    mul_invOfUnit _ 1 (by simp [constantCoeff_reflect, hL])
  have h2 : constantCoeff (adjoint L) = 1 := by
    have h := congrArg (fun P => constantCoeff P) h1
    simpa [constantCoeff_reflect, hL] using h
  -- the adjoint has a right inverse too, which must be `L(-t)`
  have h3 := mul_invOfUnit (adjoint L) 1 (by simp [h2])
  exact ⟨h1, by rw [left_inv_eq_right_inv h1 h3]; exact h3⟩
```

### (h) Symmetric means self-adjoint

Let $S$ have constant term 1. Show that
$$S(t)S(-t)=1\quad\Longleftrightarrow\quad S^\star(t)=S(t).$$

**Solution.** If $S(t)S(-t)=1$, then by (g)
$$S(t)=S(t)\big(S(-t)S^\star(t)\big)=\big(S(t)S(-t)\big)S^\star(t)=S^\star(t).$$
Conversely, (g) gives $S^\star(t)S(-t)=1$, and replacing $S^\star$ by $S$ gives symmetry. The two bullets of the proof are these two directions.

```lean
/-- A method with constant term 1 satisfies `S(t) S(-t) = 1` exactly when it
equals its own adjoint. -/
theorem symmetric_iff_adjoint_eq {S : PowerSeries A} (hS : constantCoeff S = 1) :
    S * reflect S = 1 ↔ adjoint S = S := by
  constructor
  · intro h
    exact (left_inv_eq_right_inv h (adjoint_spec hS).1).symm
  · intro h
    have h2 := (adjoint_spec hS).2
    rwa [h] at h2
```

### (i) The recipe produces symmetric steps

Let $L$ have constant term 1 and put $Q(t)=L(t)L^\star(t)$. Show that
$$Q(t)Q(-t)=1.$$

**Solution.** Reversing the first identity in (g) gives $L(t)L^\star(-t)=1$. Hence
$$Q(t)Q(-t)=L(t)\,\big[L^\star(t)L(-t)\big]\,L^\star(-t)=L(t)L^\star(-t)=1.$$
The reversed identity is `h3`, and the `calc` block cancels the bracket first, then the outer pair.

```lean
/-- A method with constant term 1 composed with its adjoint is symmetric. -/
theorem comp_adjoint_symmetric {L : PowerSeries A} (hL : constantCoeff L = 1) :
    (L * adjoint L) * reflect (L * adjoint L) = 1 := by
  obtain ⟨h1, h2⟩ := adjoint_spec hL
  have h3 : L * reflect (adjoint L) = 1 := by
    have h := congrArg reflect h1
    rwa [reflect_mul, reflect_reflect, reflect_one] at h
  calc (L * adjoint L) * reflect (L * adjoint L)
      = L * (adjoint L * reflect L) * reflect (adjoint L) := by
        rw [reflect_mul]; simp only [mul_assoc]
    _ = 1 := by rw [h2, mul_one, h3]
```

## Factoring a symmetric step

### (j) The average is a suitable factor

Let $A$ be a ℚ-algebra, and let $S$ be symmetric with constant term 1. For $L(t)=\tfrac12\big(1+S(t)\big)$, show that
$$L_0=1,\qquad S(t)=L(t)L^\star(t).$$

**Solution.** The constant term is $\tfrac12(1+1)=1$. Symmetry gives
$$S(t)L(-t)=\tfrac12\big(S(t)+S(t)S(-t)\big)=\tfrac12\big(S(t)+1\big)=L(t).$$
Multiply on the right by $L^\star(t)$ and use (g):
$$S(t)=S(t)L(-t)L^\star(t)=L(t)L^\star(t).$$
No square root or logarithm of $S$ is involved.

In Lean, `hc` lets the factor one half pass through $S$, `key` contains the use of symmetry, and `hSL` is the identity $S(t)L(-t)=L(t)$. The closing `calc` performs the multiplication by $L^\star$.

```lean
/-- A symmetric method `S` with constant term 1 is the average `(1 + S) / 2`
composed with the adjoint of that average. -/
theorem symmetric_eq_average_comp_adjoint [Algebra ℚ A] {S : PowerSeries A}
    (hS : constantCoeff S = 1) (h : S * reflect S = 1) :
    constantCoeff (average S) = 1 ∧ S = average S * adjoint (average S) := by
  have half : algebraMap ℚ A (1 / 2) * (1 + 1) = 1 := by
    rw [← map_one (algebraMap ℚ A), ← map_add, ← map_mul]
    norm_num
  have hL : constantCoeff (average S) = 1 := by
    rw [average, map_mul, map_add, map_one, hS, constantCoeff_C, half]
  have hc : C (algebraMap ℚ A (1 / 2)) * S = S * C (algebraMap ℚ A (1 / 2)) := by
    ext n
    rw [coeff_C_mul, coeff_mul_C, Algebra.commutes]
  have key : S * (1 + reflect S) = 1 + S := by
    rw [mul_add, mul_one, h, add_comm]
  -- symmetry turns the reversed average into the average itself
  have hSL : S * reflect (average S) = average S := by
    rw [average, reflect_mul, reflect_C, reflect_add, reflect_one,
      ← mul_assoc, ← hc, mul_assoc, key]
  refine ⟨hL, ?_⟩
  calc S = S * (reflect (average S) * adjoint (average S)) := by
        rw [(adjoint_spec hL).1, mul_one]
    _ = average S * adjoint (average S) := by rw [← mul_assoc, hSL]
```

### (k) The recipe reaches every symmetric step

Under the same assumptions on $A$ and the constant term of $S$, show that
$$S(t)S(-t)=1\quad\Longleftrightarrow\quad S(t)=L(t)L(-t)^{-1}\ \text{for some }L\text{ with }L_0=1.$$

**Solution.** From left to right, take the average in (j). From right to left, use (i).

For linear, time-independent quantum propagation treated as a formal series, every symmetric scheme therefore has the composed form. This is a statement about structure and does not make a scheme cheaper: the factor found in (j) is built from $S$ itself.

```lean
/-- Over a rational algebra, a method `S` with constant term 1 satisfies
`S(t) S(-t) = 1` if and only if `S(t) = L(t) L(-t)⁻¹` for some method `L` with
constant term 1. -/
theorem symmetric_iff_comp_adjoint [Algebra ℚ A] {S : PowerSeries A}
    (hS : constantCoeff S = 1) :
    S * reflect S = 1 ↔
      ∃ L : PowerSeries A, constantCoeff L = 1 ∧ S = L * adjoint L := by
  constructor
  · intro h
    exact ⟨average S, symmetric_eq_average_comp_adjoint hS h⟩
  · rintro ⟨L, hL, rfl⟩
    exact comp_adjoint_symmetric hL
```

### (l) How far the factor is determined

Let $L$ and $M$ have constant term 1, over any ring $A$. Show that
$$L(t)L^\star(t)=M(t)M^\star(t)\quad\Longleftrightarrow\quad M(t)=L(t)E(t)\ \text{for some }E\text{ with }E(-t)=E(t).$$

**Solution.** Reversing both identities in (g) shows that $L(t)^{-1}=L^\star(-t)$ from either side.

Suppose that the compositions agree, and set $E(t)=L(t)^{-1}M(t)$. Then $M=LE$, and
$$\begin{aligned}
E(-t)&=L^\star(t)M(-t)\\
&=L(t)^{-1}\big[L(t)L^\star(t)\big]M(-t)\\
&=L(t)^{-1}M(t)\,M^\star(t)M(-t)\\
&=L(t)^{-1}M(t)=E(t).
\end{aligned}$$

Conversely, let $M=LE$ with $E$ even. Then $M(-t)=L(-t)E(t)$, so $L^\star(t)M(-t)=E(t)$. Multiplying on the right by $M^\star(t)$ gives $L^\star=EM^\star$, and therefore $LL^\star=LEM^\star=MM^\star$.

The proof first obtains the two-sided inverse as `k1` and `k2`. Its first `calc` block is the displayed chain; `e1` and `e2` are the two intermediate identities of the converse.

```lean
/-- Two methods with constant term 1 give the same composition with their
adjoints exactly when they differ by a right factor that is even in the step. -/
theorem comp_adjoint_eq_iff {L M : PowerSeries A}
    (hL : constantCoeff L = 1) (hM : constantCoeff M = 1) :
    L * adjoint L = M * adjoint M ↔
      ∃ E : PowerSeries A, reflect E = E ∧ M = L * E := by
  obtain ⟨l1, l2⟩ := adjoint_spec hL
  obtain ⟨m1, m2⟩ := adjoint_spec hM
  -- the inverse of `L(t)` is the reversed adjoint
  have k1 : L * reflect (adjoint L) = 1 := by
    have h := congrArg reflect l1
    rwa [reflect_mul, reflect_reflect, reflect_one] at h
  have k2 : reflect (adjoint L) * L = 1 := by
    have h := congrArg reflect l2
    rwa [reflect_mul, reflect_reflect, reflect_one] at h
  constructor
  · intro h
    refine ⟨reflect (adjoint L) * M, ?_, by rw [← mul_assoc, k1, one_mul]⟩
    rw [reflect_mul, reflect_reflect]
    calc adjoint L * reflect M
        = (reflect (adjoint L) * L) * adjoint L * reflect M := by rw [k2, one_mul]
      _ = reflect (adjoint L) * (L * adjoint L) * reflect M := by
        simp only [mul_assoc]
      _ = reflect (adjoint L) * M * (adjoint M * reflect M) := by
        rw [h]; simp only [mul_assoc]
      _ = reflect (adjoint L) * M := by rw [m2, mul_one]
  · rintro ⟨E, hE, hME⟩
    have e1 : adjoint L * reflect M = E := by
      rw [hME, reflect_mul, hE, ← mul_assoc, l2, one_mul]
    have e2 : E * adjoint M = adjoint L := by
      rw [← e1, mul_assoc, m1, mul_one]
    calc L * adjoint L = L * (E * adjoint M) := by rw [e2]
      _ = M * adjoint M := by rw [← mul_assoc, ← hME]
```

### (m) From explicit Euler to Crank–Nicolson

Let $a$ be any element of $A$, and let $L(t)=1+ta$ be the explicit Euler step for $\dot\psi=a\psi$; in quantum mechanics $a=-iH/\hbar$. Show that $S=LL^\star$ satisfies
$$S(t)(1-ta)=1+ta.$$

**Solution.** Here $L(-t)=1-ta$, so by (g)
$$S(t)(1-ta)=L(t)\big[L^\star(t)L(-t)\big]=L(t)=1+ta.$$
Since $1-ta$ is invertible as a power series, this equation determines $S$.

The usual Crank–Nicolson formula for a time step $\tau$ has $\tau a/2$ where this one has $ta$. Thus $t=\tau/2$: each factor advances by $t$, and the composition advances by $2t$. In the proof, `hr` computes the reversed Euler step by checking the coefficients of order zero, one and higher.

```lean
/-- The explicit Euler step `1 + t a` composed with its adjoint is the
Crank–Nicolson propagator `S(t)`, which solves `S(t) (1 - t a) = 1 + t a`. -/
theorem euler_comp_adjoint_crankNicolson (a : A) :
    ((1 + C a * X) * adjoint (1 + C a * X)) * (1 - C a * X) = 1 + C a * X := by
  have hL : constantCoeff (1 + C a * X : PowerSeries A) = 1 := by simp
  have hr : reflect (1 + C a * X : PowerSeries A) = 1 - C a * X := by
    ext n
    simp only [reflect, coeff_mk, map_add, map_sub, coeff_C_mul, coeff_X, coeff_one]
    rcases n with _ | _ | n <;> simp
  rw [← hr, mul_assoc, (adjoint_spec hL).2, mul_one]

end

end SymmetricMethods
```

```lean
#print axioms SymmetricMethods.comp_adjoint_symmetric
-- 'SymmetricMethods.comp_adjoint_symmetric' depends on axioms: [propext, Classical.choice, Quot.sound]
#print axioms SymmetricMethods.symmetric_iff_comp_adjoint
-- 'SymmetricMethods.symmetric_iff_comp_adjoint' depends on axioms: [propext, Classical.choice, Quot.sound]
#print axioms SymmetricMethods.comp_adjoint_eq_iff
-- 'SymmetricMethods.comp_adjoint_eq_iff' depends on axioms: [propext, Classical.choice, Quot.sound]
#print axioms SymmetricMethods.euler_comp_adjoint_crankNicolson
-- 'SymmetricMethods.euler_comp_adjoint_crankNicolson' depends on axioms: [propext, Classical.choice, Quot.sound]
```

## Crank–Nicolson with numbers

Take the scalar case $a=1$ and $t=\tfrac1{10}$, where the series converge. This choice only illustrates the algebra: it describes exponential growth, not quantum evolution, for which a scalar $a$ would be imaginary. Then
$$S(t)=\frac{1+t}{1-t}=\frac{11}{9},\qquad S(-t)=\frac{9}{11},$$
and the product is 1. The average factor has the values
$$L(t)=\tfrac12\Big(1+\frac{11}{9}\Big)=\frac{10}{9},\qquad L(-t)=\tfrac12\Big(1+\frac{9}{11}\Big)=\frac{10}{11},$$
so $L(t)L(-t)^{-1}=\frac{10}{9}\cdot\frac{11}{10}=\frac{11}{9}$, as (j) requires.

This factor is not the Euler step, whose value is $\frac{11}{10}$. In closed form the average is $1/(1-t)$, the implicit Euler step, and its ratio to explicit Euler is
$$\frac{1}{(1-t)(1+t)}=\frac{1}{1-t^2}=\frac{100}{99}.$$
The ratio is even in $t$, in agreement with (l).
